# Keeping only the first k values in U diag(τ) V* leaves a matrix of rank at most k

The theorem concerns an n × n real or complex matrix U diag(τ) V*, with real values τ, and says that if every value after the first k is zero, the matrix has rank at most k. If the matrix holds the coefficients of a vector for two n-level systems in a product of orthonormal bases, this bounds the vector's Schmidt rank by k. U and V need not be unitary, the values need not be non-negative or ordered, and nothing is normalised. The proof bounds the rank of the product by that of its diagonal factor, which is the number of nonzero diagonal entries, and shows that there are at most k of these by mapping their positions injectively into `Fin k`.

The first attempt, which Lean rejects:

```lean
import Mathlib

open Matrix
open scoped Matrix.Norms.L2Operator

namespace RankOfSVDLe

noncomputable section

variable {𝕜 : Type*} [RCLike 𝕜] {n : ℕ}

/-- The matrix `U diag(σ) V*` assembled from left vectors `U`, right vectors `V` and
real values `σ`; the scalars `𝕜` are the real or the complex numbers. -/
def ofSVD (U V : Matrix (Fin n) (Fin n) 𝕜) (σ : Fin n → ℝ) : Matrix (Fin n) (Fin n) 𝕜 :=
  U * diagonal (fun i => (σ i : 𝕜)) * Vᴴ

/-- If all values after the first `k` vanish, then `U diag(τ) V*` has rank at most `k`. -/
theorem rank_ofSVD_le (U V : Matrix (Fin n) (Fin n) 𝕜) {τ : Fin n → ℝ} {k : ℕ}
    (hτ : ∀ i : Fin n, k ≤ i.val → τ i = 0) : (ofSVD U V τ).rank ≤ k := by
  classical
  refine (rank_mul_le_left _ _).trans ((rank_mul_le_right _ _).trans ?_)
  -- the rank of a diagonal matrix counts its nonzero entries
  have hc : Fintype.card {i : Fin n // (τ i : 𝕜) ≠ 0} ≤ Fintype.card (Fin k) :=
    Fintype.card_le_of_injective
      (fun i => (⟨i.1.val, by
        by_contra h
        exact i.2 (by rw [hτ i.1 (not_lt.1 h)]; simp)⟩ : Fin k))
      (fun a b h => Subtype.ext (Fin.ext (congrArg Fin.val h)))
  rw [Fintype.card_fin] at hc
  rw [rank_diagonal]
  convert hc

end

end RankOfSVDLe
```

The error:

```
Main.lean:28:59: error: Application type mismatch: The argument
  h
has type
  (fun i => ⟨↑↑i, ⋯⟩) a = (fun i => ⟨↑↑i, ⋯⟩) b
but is expected to have type
  ↑a = ↑b
in the application
  congrArg Fin.val h
```

As a diff, the version that Lean accepts:

```diff
@@ -26,5 +26,7 @@
         by_contra h
         exact i.2 (by rw [hτ i.1 (not_lt.1 h)]; simp)⟩ : Fin k))
-      (fun a b h => Subtype.ext (Fin.ext (congrArg Fin.val h)))
+      (fun a b h => by
+        have h' := congrArg Fin.val h
+        exact Subtype.ext (Fin.ext h'))
   rw [Fintype.card_fin] at hc
   rw [rank_diagonal]
```

Diagnosis. The error is in the proof that the map is injective. There `h` says that the images of `a` and `b` are equal in `Fin k`, while `Fin.ext` asks for equality of the natural numbers behind the original indices, which lie in `Fin n`.

Applying `Fin.val` to both sides of `h` does give that equality, but Lean used the expected result to work out what `congrArg Fin.val` should be applied to. It settled on the `Fin.val` of `Fin n`, and so required `h` to be `↑a = ↑b`, an equality in `Fin n`. The `h` at hand is an equality in `Fin k`, hence the mismatch.

The repair first states `have h' := congrArg Fin.val h` with no expected type, so that `Fin k` is read off from `h`. The type of `h'` still contains the map applied to `a` and `b`, but its two sides compute to the numbers `Fin.ext` needs, and `exact` accepts it by definitional equality. The change to a `by` block merely makes room for this separate step.
